# The augmented norm fixes the energy slope of the scattering function of a finite Hermitian pencil

## Equal values, different slopes

A pseudised atom can reproduce the scattering of the original atom exactly at one reference energy and still go wrong linearly as soon as the energy moves. When the states carry an overlap operator, comparing their plain norms doesn't detect this.

Two systems with a single basis function show it. Let both have Hamiltonian $2$ and source $1$, and let their overlaps be $1$ and $3$. Their scattering functions are $1/(2-e)$ and $1/(2-3e)$. At $e=0$ both equal $1/2$, and both responses are $x=1/2$, with plain norm $x^\dagger x=1/4$. At $e=0.1$ the values are already about $0.526$ and $0.588$, because the slopes at zero are $1/4$ and $3/4$. These slopes are the norms weighted with the overlap.

## Source, response and scattering function

Let $H$ and $S$ be Hermitian matrices on a finite basis, $b$ a source vector and $e$ a real energy. Define

$$A(e)=H-eS,\qquad x(e)=A(e)^{-1}b,\qquad g(e)=b^\dagger x(e).$$

The matrix $A(e)$ is the pencil, $x(e)$ the response to the source, and $g(e)$ the scattering function. The augmented norm of a vector $x$ is $x^\dagger S x$.

In a basis-set treatment of a radial problem, with the boundary term included in $H$ and the source placed at the sphere boundary, $g$ approximates, up to a constant factor, the ratio of boundary value to boundary slope, so $1/g$ plays the role of a logarithmic derivative.

The reference energy $e_0$ must be regular, meaning that $A(e_0)$ is invertible. Physically, $e_0$ is not a level of the source-free problem $Hx=eSx$, and the source therefore determines the response uniquely.

The main result is

$$\frac{dg}{de}(e_0)=x(e_0)^\dagger S\,x(e_0).$$

## From a finite energy step to the slope

Write $x_0=x(e_0)$ and let $e$ be a second regular energy. Since $e_0$ is real, $A(e_0)$ is Hermitian, and $b=A(e_0)x_0$ gives $b^\dagger=x_0^\dagger A(e_0)$. Therefore

$$g(e)=b^\dagger x(e)=x_0^\dagger A(e_0)x(e).$$

At the reference energy the same replacement gives

$$g(e_0)=b^\dagger x_0=x_0^\dagger A(e_0)x_0=x_0^\dagger b=x_0^\dagger A(e)x(e),$$

where the last step uses $b=A(e)x(e)$. Subtract the two lines and use $A(e_0)-A(e)=(e-e_0)S$:

$$g(e)-g(e_0)=(e-e_0)\,x_0^\dagger S\,x(e).$$

This secant identity is exact for any separation of the two regular energies.

The determinant of $A(e)$ is continuous in $e$ and non-zero at $e_0$, so it stays non-zero nearby. There $A(e)^{-1}$ is the adjugate divided by the determinant, which makes $x(e)$ continuous at $e_0$. For $e\neq e_0$ close to $e_0$,

$$\frac{g(e)-g(e_0)}{e-e_0}=x_0^\dagger S\,x(e)\longrightarrow x_0^\dagger S\,x_0 .$$

## Reciprocal, matching and augmentation charge

If $g(e_0)\neq0$, the chain rule gives

$$\frac{d}{de}\frac1g\,(e_0)=-\frac{x_0^\dagger S x_0}{g(e_0)^2}.$$

The response $x_0$ is not normalised. Rescaled to unit amplitude, $u=x_0/g(e_0)$ satisfies $b^\dagger u=1$. Since $g(e_0)=x_0^\dagger A(e_0)x_0$ is real, the slope of $1/g$ is $-u^\dagger S u$.

Now take a second system $H',S',b'$, possibly in another basis, with response $x'$ and scattering function $g'$; primes label the system, not a derivative. Suppose that $e_0$ is regular for both systems and that $g(e_0)=g'(e_0)$. The difference $D=g-g'$ vanishes at $e_0$, so it is $o(e-e_0)$ exactly when its derivative there is zero. That derivative is

$$\frac{dD}{de}(e_0)=x_0^\dagger Sx_0-x_0'^\dagger S'x_0',\qquad x_0'=x'(e_0).$$

First-order agreement is therefore equivalent to equality of the augmented norms.

For the ultrasoft overlap $S=1+BQB^\dagger$, with Hermitian $Q$ and projectors in the columns of $B$, set $p=B^\dagger x_0$. Then

$$x_0^\dagger S x_0=x_0^\dagger x_0+x_0^\dagger BQB^\dagger x_0=x_0^\dagger x_0+p^\dagger Qp .$$

When $Q$ holds the integrals of the augmentation functions, the second term is the total augmentation charge of the unnormalised response. For projector augmented-wave and ultrasoft methods, this identifies the norm that controls first-order transferability in energy, within a model whose matrices are finite and held fixed as the energy varies.

## How the Lean statements encode the physics

The type `n` labels a finite basis. The type `m` labels the basis of the second system in `first_order_match_iff` and the projectors in `hasDerivAt_scattering_ultrasoft`. `Matrix n n ℂ` holds an operator and `n → ℂ` a vector. The definitions `pencil`, `response`, `scattering` and `augNorm` are $A(e)$, $x(e)$, $g(e)$ and $x^\dagger Sx$. The expression `star b ⬝ᵥ y` is $\sum_i \overline{b_i}\,y_i$, with the conjugate on the left factor, and `*ᵥ` applies a matrix to a vector.

In `hasDerivAt_scattering`, the hypotheses `hH` and `hS` say that $H$ and $S$ are Hermitian, and `h₀` says that the determinant of the pencil at `e₀` is non-zero. The conclusion `HasDerivAt` says that $g$, as a complex-valued function of a real energy, is differentiable at `e₀` with the augmented norm as its derivative. Regularity is required at this one energy only; the secant identity `scattering_sub` requires it at both of its energies.

In `first_order_match_iff`, the hypothesis `hval` is the equality of the two scattering functions at `e₀`, and `=o[𝓝 e₀]` says that their difference vanishes faster than $e-e_0$. In `hasDerivAt_scattering_ultrasoft`, the `1` in the overlap means that the underlying basis is orthonormal for the plain inner product.

The overlap $S$ need not be positive definite, so the augmented "norm" may be zero or negative. The matrix $Q$ is an arbitrary Hermitian matrix, not one computed from partial waves, and $H$ has no self-consistent dependence on the state. Norm conservation in pseudopotential theory usually concerns the charge inside a core radius and the radial logarithmic derivative at that radius; these theorems treat the matrix form of that relation and do not derive it from the radial differential equation.

## The complete Lean file

```lean
import Mathlib

open Matrix Filter Topology

namespace GeneralisedNormConservation

noncomputable section

variable {n m : Type*} [Fintype n] [DecidableEq n] [Fintype m] [DecidableEq m]

/-- The energy-dependent operator `H - e S` of the generalised eigenvalue problem. -/
def pencil (H S : Matrix n n ℂ) (e : ℝ) : Matrix n n ℂ := H - (e : ℂ) • S

/-- The response `x(e) = (H - e S)⁻¹ b` to a source `b`, meant for energies at which
`H - e S` is invertible. -/
def response (H S : Matrix n n ℂ) (b : n → ℂ) (e : ℝ) : n → ℂ :=
  (pencil H S e)⁻¹ *ᵥ b

/-- The scattering function `g(e) = bᴴ (H - e S)⁻¹ b`, meant for energies at which
`H - e S` is invertible. -/
def scattering (H S : Matrix n n ℂ) (b : n → ℂ) (e : ℝ) : ℂ :=
  star b ⬝ᵥ response H S b e

/-- The augmented norm `xᴴ S x` of a state `x` with overlap operator `S`. -/
def augNorm (S : Matrix n n ℂ) (x : n → ℂ) : ℂ := star x ⬝ᵥ S *ᵥ x

omit [Fintype n] [DecidableEq n] in
/-- For Hermitian `H` and `S` and real energy, `H - e S` is Hermitian. -/
theorem pencil_isHermitian {H S : Matrix n n ℂ} (hH : H.IsHermitian)
    (hS : S.IsHermitian) (e : ℝ) : (pencil H S e).IsHermitian := by
  unfold pencil Matrix.IsHermitian
  rw [conjTranspose_sub, conjTranspose_smul, hH.eq, hS.eq, Complex.star_def,
    Complex.conj_ofReal]

/-- Where `H - e S` is invertible, the response solves `(H - e S) x = b`. -/
theorem pencil_mulVec_response {H S : Matrix n n ℂ} (b : n → ℂ) {e : ℝ}
    (h : (pencil H S e).det ≠ 0) : pencil H S e *ᵥ response H S b e = b := by
  unfold response
  rw [Matrix.mulVec_mulVec, Matrix.mul_nonsing_inv _ (isUnit_iff_ne_zero.mpr h),
    Matrix.one_mulVec]

/-- Exact secant identity: for Hermitian `H` and `S` and two energies at which the pencil is
invertible, the change of the scattering function is the energy difference times the
`S`-overlap of the two responses. -/
theorem scattering_sub {H S : Matrix n n ℂ} (hH : H.IsHermitian) (hS : S.IsHermitian)
    (b : n → ℂ) {e₀ e : ℝ} (h₀ : (pencil H S e₀).det ≠ 0) (h : (pencil H S e).det ≠ 0) :
    scattering H S b e - scattering H S b e₀ =
      ((e : ℂ) - e₀) * (star (response H S b e₀) ⬝ᵥ S *ᵥ response H S b e) := by
  have hA := pencil_mulVec_response b h₀
  have hB := pencil_mulVec_response b h
  -- pairing `b` with `y` is pairing the reference response with the pencil applied to `y`
  have move : ∀ y : n → ℂ,
      star b ⬝ᵥ y = star (response H S b e₀) ⬝ᵥ pencil H S e₀ *ᵥ y := by
    intro y
    have hb : star b = star (response H S b e₀) ᵥ* pencil H S e₀ := by
      have h1 := congrArg star hA
      rw [Matrix.star_mulVec, (pencil_isHermitian hH hS e₀).eq] at h1
      exact h1.symm
    rw [Matrix.dotProduct_mulVec, ← hb]
  have h1 : scattering H S b e =
      star (response H S b e₀) ⬝ᵥ pencil H S e₀ *ᵥ response H S b e := move _
  have h2 : scattering H S b e₀ =
      star (response H S b e₀) ⬝ᵥ pencil H S e *ᵥ response H S b e := by
    rw [hB]
    exact (move _).trans (by rw [hA])
  have h3 : pencil H S e₀ - pencil H S e = ((e : ℂ) - e₀) • S := by
    unfold pencil
    module
  rw [h1, h2, ← dotProduct_sub, ← Matrix.sub_mulVec, h3, Matrix.smul_mulVec,
    dotProduct_smul, smul_eq_mul]

omit [Fintype n] [DecidableEq n] in
/-- The pencil depends continuously on the energy. -/
theorem continuous_pencil (H S : Matrix n n ℂ) : Continuous (pencil H S) := by
  unfold pencil
  exact continuous_const.sub (Complex.continuous_ofReal.smul continuous_const)

/-- The response is continuous in energy wherever the pencil is invertible. -/
theorem continuousAt_response {H S : Matrix n n ℂ} (b : n → ℂ) {e₀ : ℝ}
    (h₀ : (pencil H S e₀).det ≠ 0) : ContinuousAt (response H S b) e₀ := by
  have hp := continuous_pencil H S
  -- the inverse is the adjugate divided by the determinant
  have hinv : ContinuousAt (fun e => (pencil H S e)⁻¹) e₀ := by
    simp only [Matrix.inv_def, Ring.inverse_eq_inv']
    exact (hp.matrix_det.continuousAt.inv₀ h₀).smul hp.matrix_adjugate.continuousAt
  have hm : Continuous fun M : Matrix n n ℂ => M *ᵥ b :=
    continuous_id.matrix_mulVec continuous_const
  exact hm.continuousAt.comp hinv

/-- Generalised norm conservation: for Hermitian `H` and `S` with `H - e₀ S` invertible, the
energy derivative of the scattering function at `e₀` is the augmented norm of the response. -/
theorem hasDerivAt_scattering {H S : Matrix n n ℂ} (hH : H.IsHermitian)
    (hS : S.IsHermitian) (b : n → ℂ) {e₀ : ℝ} (h₀ : (pencil H S e₀).det ≠ 0) :
    HasDerivAt (scattering H S b) (augNorm S (response H S b e₀)) e₀ := by
  rw [hasDerivAt_iff_tendsto_slope]
  have hm : Continuous fun y : n → ℂ => star (response H S b e₀) ⬝ᵥ S *ᵥ y := by
    simp only [dotProduct, Matrix.mulVec]
    fun_prop
  have hc : Tendsto (fun e => star (response H S b e₀) ⬝ᵥ S *ᵥ response H S b e)
      (𝓝[≠] e₀) (𝓝 (augNorm S (response H S b e₀))) :=
    (hm.continuousAt.comp (continuousAt_response b h₀)).tendsto.mono_left
      nhdsWithin_le_nhds
  have hev : ∀ᶠ e in 𝓝 e₀, (pencil H S e).det ≠ 0 :=
    (continuous_pencil H S).matrix_det.continuousAt.eventually_ne h₀
  -- near the reference energy the difference quotient is the overlap of two responses
  refine hc.congr' ?_
  filter_upwards [self_mem_nhdsWithin, nhdsWithin_le_nhds hev] with e hne hdet
  have hne' : (e : ℂ) - e₀ ≠ 0 :=
    sub_ne_zero.mpr fun h => hne (Complex.ofReal_injective h)
  rw [slope_def_module, scattering_sub hH hS b h₀ hdet, Complex.real_smul,
    Complex.ofReal_inv, Complex.ofReal_sub, inv_mul_cancel_left₀ hne']

/-- For Hermitian `H` and `S`, with `H - e₀ S` invertible and `g(e₀)` non-zero, the reciprocal
scattering function `1/g` has slope `-xᴴ S x / g(e₀)²` at `e₀`, where `x` is the response. -/
theorem hasDerivAt_inv_scattering {H S : Matrix n n ℂ} (hH : H.IsHermitian)
    (hS : S.IsHermitian) (b : n → ℂ) {e₀ : ℝ} (h₀ : (pencil H S e₀).det ≠ 0)
    (hg : scattering H S b e₀ ≠ 0) :
    HasDerivAt (fun e => (scattering H S b e)⁻¹)
      (-augNorm S (response H S b e₀) / scattering H S b e₀ ^ 2) e₀ := by
  have h := (hasDerivAt_inv hg).comp e₀ (hasDerivAt_scattering hH hS b h₀)
  exact h.congr_deriv (by ring)

/-- Let two Hermitian systems, possibly in different bases, have invertible pencils and equal
scattering functions at `e₀`. Their scattering functions agree to first order in `e - e₀`
exactly when the augmented norms of their responses are equal. -/
theorem first_order_match_iff {H S : Matrix n n ℂ} {H' S' : Matrix m m ℂ}
    (hH : H.IsHermitian) (hS : S.IsHermitian) (hH' : H'.IsHermitian)
    (hS' : S'.IsHermitian) (b : n → ℂ) (b' : m → ℂ) {e₀ : ℝ}
    (h₀ : (pencil H S e₀).det ≠ 0) (h₀' : (pencil H' S' e₀).det ≠ 0)
    (hval : scattering H S b e₀ = scattering H' S' b' e₀) :
    ((fun e => scattering H S b e - scattering H' S' b' e) =o[𝓝 e₀] fun e => e - e₀) ↔
      augNorm S (response H S b e₀) = augNorm S' (response H' S' b' e₀) := by
  have hd := (hasDerivAt_scattering hH hS b h₀).fun_sub
    (hasDerivAt_scattering hH' hS' b' h₀')
  -- first-order agreement says that the difference has zero derivative
  have key : ((fun e => scattering H S b e - scattering H' S' b' e) =o[𝓝 e₀]
      fun e => e - e₀) ↔
      HasDerivAt (fun e => scattering H S b e - scattering H' S' b' e) 0 e₀ := by
    rw [hasDerivAt_iff_isLittleO]
    simp only [hval, sub_self, smul_zero, sub_zero]
  rw [key]
  constructor
  · intro h
    exact sub_eq_zero.mp (hd.unique h)
  · intro h
    exact hd.congr_deriv (sub_eq_zero.mpr h)

omit [DecidableEq m] in
/-- For Hermitian `H` and `Q`, ultrasoft overlap `S = 1 + B Q Bᴴ` and `H - e₀ S` invertible,
the scattering slope at `e₀` is the plain norm of the response plus the augmentation term
`pᴴ Q p` of its projections `p = Bᴴ x`. -/
theorem hasDerivAt_scattering_ultrasoft {H : Matrix n n ℂ} (hH : H.IsHermitian)
    (B : Matrix n m ℂ) {Q : Matrix m m ℂ} (hQ : Q.IsHermitian) (b : n → ℂ) {e₀ : ℝ}
    (h₀ : (pencil H (1 + B * Q * Bᴴ) e₀).det ≠ 0) :
    let x := response H (1 + B * Q * Bᴴ) b e₀
    HasDerivAt (scattering H (1 + B * Q * Bᴴ) b)
      (star x ⬝ᵥ x + augNorm Q (Bᴴ *ᵥ x)) e₀ := by
  intro x
  have hS : (1 + B * Q * Bᴴ).IsHermitian := by
    unfold Matrix.IsHermitian
    rw [conjTranspose_add, conjTranspose_one, conjTranspose_mul, conjTranspose_mul,
      conjTranspose_conjTranspose, hQ.eq, Matrix.mul_assoc]
  refine (hasDerivAt_scattering hH hS b h₀).congr_deriv ?_
  change augNorm (1 + B * Q * Bᴴ) x = _
  -- the projectors are moved from the overlap operator onto the state
  unfold augNorm
  rw [Matrix.add_mulVec, Matrix.one_mulVec, dotProduct_add, Matrix.star_mulVec,
    conjTranspose_conjTranspose, ← Matrix.dotProduct_mulVec]
  simp only [Matrix.mulVec_mulVec, Matrix.mul_assoc]

end

end GeneralisedNormConservation
```

```lean
#print axioms GeneralisedNormConservation.hasDerivAt_scattering
-- 'GeneralisedNormConservation.hasDerivAt_scattering' depends on axioms: [propext, Classical.choice, Quot.sound]
#print axioms GeneralisedNormConservation.hasDerivAt_inv_scattering
-- 'GeneralisedNormConservation.hasDerivAt_inv_scattering' depends on axioms: [propext, Classical.choice, Quot.sound]
#print axioms GeneralisedNormConservation.first_order_match_iff
-- 'GeneralisedNormConservation.first_order_match_iff' depends on axioms: [propext, Classical.choice, Quot.sound]
#print axioms GeneralisedNormConservation.hasDerivAt_scattering_ultrasoft
-- 'GeneralisedNormConservation.hasDerivAt_scattering_ultrasoft' depends on axioms: [propext, Classical.choice, Quot.sound]
```

## From the secant identity to the derivative in Lean

Two short lemmas supply the algebra. `pencil_isHermitian` uses that a real energy equals its own complex conjugate. `pencil_mulVec_response` turns the determinant condition into the equation $A(e)x(e)=b$.

In `scattering_sub`, the local statement `move` is the replacement $b^\dagger y=x_0^\dagger A(e_0)y$ for an arbitrary vector $y$. It is obtained by taking the adjoint of the response equation and using that the pencil is Hermitian. The steps `h1` and `h2` are the two expressions for $g(e)$ and $g(e_0)$ derived above, and `h3` is the difference of the pencils. The final rewriting subtracts the expressions and takes the factor $e-e_0$ out of the product.

`continuous_pencil` and `continuousAt_response` provide the limit. The second writes the inverse through `Matrix.inv_def` as the adjugate scaled by the inverse determinant. Both factors are continuous at `e₀`, the second because the determinant is non-zero there, and applying the matrix to $b$ preserves continuity.

The proof of `hasDerivAt_scattering` first restates the derivative as a limit of difference quotients, with `hasDerivAt_iff_tendsto_slope`. The step `hc` shows that $x_0^\dagger Sx(e)$ tends to the augmented norm as $e$ approaches `e₀` through other values. The step `hev` says that the pencil remains invertible near `e₀`. With `hc.congr'`, it is then enough to show that this overlap equals the difference quotient for nearby $e\neq e_0$. There `scattering_sub` applies, and the factor $e-e_0$ cancels.

## The proofs of the three consequences

`hasDerivAt_inv_scattering` composes the derivative of the reciprocal with the main theorem, and `ring` brings the result into the stated form.

In `first_order_match_iff`, `hd` gives the derivative of the difference of the scattering functions as the difference of the augmented norms. The step `key` uses `hval` to translate first-order agreement into the statement that this derivative is zero. In one direction, uniqueness of the derivative forces the norms to be equal; in the other, equal norms make the derivative vanish.

`hasDerivAt_scattering_ultrasoft` first checks that $1+BQB^\dagger$ is Hermitian, which follows from the Hermiticity of $Q$. It then applies the main theorem and expands the augmented norm. Moving $B$ onto the left-hand state turns $x_0^\dagger BQB^\dagger x_0$ into $p^\dagger Qp$, as in the derivation above.
